# The jj–LS transformation of p² at J = 2 and the g sum 5/2

The configuration p² has two levels with J = 2, which are ³P₂ and ¹D₂ in LS coupling. Take them as basis states 0 and 1, write matrices with rows separated by a semicolon, and measure energies in units of the one-electron spin–orbit constant ζ. With the spin–orbit block H taken as given, G the matrix of Landé factors and U the change of basis,

H = (1/2, 1/√2; 1/√2, 0),   G = diag(3/2, 1),   U = (√2, 1; 1, −√2)/√3,

the matrix U is orthogonal, UᵀHU = diag(1, −1/2), and UᵀGU has the diagonal 4/3, 7/6. The trace of the g matrix is 5/2 in both bases.

H stands for the sum of l·s over the two electrons, restricted to one projection M of J = 2, and its off-diagonal element mixes singlet and triplet. For M ≠ 0, G stands for (L_z + 2S_z)/M on the same two states, which fixes the first-order Zeeman shift for an electron spin factor of exactly 2. Within a single-configuration, two-state model, the two bases are the limits of dominant electrostatic and dominant spin–orbit interaction, and the g values of the J = 2 levels add up to 5/2 at every stage in between.

## Matrix elements in the rotated basis

Put a = √2/√3 and b = 1/√3, so that U has columns u₀ = (a, b) and u₁ = (b, −a), and

a² = 2/3,   b² = 1/3,   ab = √2/3.

For a symmetric matrix X = (p, q; q, r), the elements of UᵀXU are

u₀ᵀXu₀ = pa² + 2q·ab + rb² = (2p + 2√2 q + r)/3,

u₀ᵀXu₁ = u₁ᵀXu₀ = (p − r)ab + q(b² − a²) = (√2(p − r) − q)/3,

u₁ᵀXu₁ = pb² − 2q·ab + ra² = (p − 2√2 q + 2r)/3.

For the unit matrix, p = r = 1 and q = 0 give 1, 0, 1, so UᵀU = 1. For H, with p = 1/2, q = 1/√2 = √2/2 and r = 0, the elements are (1 + 2)/3 = 1, then (√2/2 − √2/2)/3 = 0, and (1/2 − 2)/3 = −1/2. For G, with p = 3/2, q = 0 and r = 1, they are 4/3, √2/6 and 7/6.

These numbers match jj coupling. An electron with orbital momentum l and total momentum j has

ε(l, j) = ⟨l·s⟩ = [j(j+1) − l(l+1) − 3/4]/2,

which for l = 1 is 1/2 at j = 3/2 and −1 at j = 1/2. The pairs (j₁, j₂) = (3/2, 3/2) and (3/2, 1/2) therefore have energies 1 and −1/2. The Landé formula

g(L, S, J) = 1 + [J(J+1) + S(S+1) − L(L+1)] / [2J(J+1)]

gives 1 + 6/12 = 3/2 for ³P₂, 1 + 0 = 1 for ¹D₂, and one-electron values 4/3 for p₃/₂ and 2/3 for p₁/₂. In jj coupling electron 1 enters g with the weight [J(J+1) + j₁(j₁+1) − j₂(j₂+1)] / [2J(J+1)], and electron 2 with j₁ and j₂ exchanged. At J = 2 the weights are 1/2, 1/2 for (3/2, 3/2), giving 4/3, and 3/4, 1/4 for (3/2, 1/2), giving 1 + 1/6 = 7/6.

## The sum rule and arbitrary mixing

Let V be a real square matrix with VᵀV = 1. Then VVᵀ = 1 as well, and cyclicity of the trace gives

tr(VᵀGV) = tr(VVᵀG) = tr G.

In the 2×2 block let w = V₀₀² be the ³P₂ weight of new state 0. Normalisation of the first column gives V₁₀² = 1 − w, so

(VᵀGV)₀₀ = (3/2)w + (1 − w) = 1 + w/2,

(VᵀGV)₁₁ = 5/2 − (1 + w/2) = 3/2 − w/2.

Suppose also VᵀHV = D with D = diag(1, −1/2). Multiplying from the left by V gives HV = VD, whose (0,0) entry reads V₀₀/2 + V₁₀/√2 = V₀₀. Hence V₀₀ = √2 V₁₀, so w = 2(1 − w) and w = 2/3. The diagonal values are 1 + 1/3 = 4/3 and 3/2 − 1/3 = 7/6 for either sign of either column.

As a numerical instance, let the electrostatic interaction raise ¹D₂ by ζ/2 relative to ³P. The block becomes (1/2, 1/√2; 1/√2, 1/2), with eigenvalues 1/2 ± 1/√2 ≈ 1.207 and −0.207 and eigenvectors (1, 1)/√2 and (1, −1)/√2. Here w = 1/2, both levels have g = 5/4, and the sum is again 5/2.

## Formulas and matrices as Lean definitions

All matrices are real, and the transpose plays the part of the adjoint.

```lean
import Mathlib

open Matrix

namespace JJLSTransformP2

noncomputable section
```

The three formulas are real functions of real arguments. They are definitions, and the angular-momentum algebra behind them is not derived. `landeG` fixes g_s = 2, `jjG` applies it with spin `1 / 2` to each electron, and `soEnergy` is ε(l, j).

```lean
/-- Landé factor for orbital momentum `L`, spin `S` and total momentum `J`, with `g_s = 2`. -/
def landeG (L S J : ℝ) : ℝ :=
  1 + (J * (J + 1) + S * (S + 1) - L * (L + 1)) / (2 * (J * (J + 1)))

/-- g factor in jj coupling of two electrons with orbital momentum `l` and total momenta
`j₁`, `j₂` coupled to `J`. -/
def jjG (l j₁ j₂ J : ℝ) : ℝ :=
  landeG l (1 / 2) j₁ * (J * (J + 1) + j₁ * (j₁ + 1) - j₂ * (j₂ + 1)) / (2 * (J * (J + 1))) +
  landeG l (1 / 2) j₂ * (J * (J + 1) + j₂ * (j₂ + 1) - j₁ * (j₁ + 1)) / (2 * (J * (J + 1)))

/-- One-electron spin-orbit energy `⟨l·s⟩` of the level `j`, in units of ζ. -/
def soEnergy (l j : ℝ) : ℝ := (j * (j + 1) - l * (l + 1) - 3 / 4) / 2
```

The index type `Fin 2` has the elements 0 for ³P₂ and 1 for ¹D₂. `soBlock` is H entered as four numbers, and the positive off-diagonal element fixes the relative phase of the two LS states. `gLS` is G, with its diagonal form postulated and its entries computed from `landeG`. `jjLS` is U with normalised columns.

```lean
/-- Spin-orbit block of p² at `J = 2` in the LS basis, in units of ζ. -/
def soBlock : Matrix (Fin 2) (Fin 2) ℝ := !![1 / 2, 1 / √2; 1 / √2, 0]

/-- The g matrix at `J = 2` in the LS basis `(L, S) = (1, 1), (2, 0)`. -/
def gLS : Matrix (Fin 2) (Fin 2) ℝ := !![landeG 1 1 2, 0; 0, landeG 2 0 2]

/-- The jj-LS transformation, with columns `(√2, 1)/√3` and `(1, -√2)/√3`. -/
def jjLS : Matrix (Fin 2) (Fin 2) ℝ := !![√2 / √3, 1 / √3; 1 / √3, -(√2 / √3)]
```

No operators L, S or j and no two-electron states occur in these definitions. The labels (3/2, 3/2) and (3/2, 1/2) attach to the columns of U through the agreement of the energies and the g values. Electrostatic splitting, mixing with other configurations and field-induced mixing of different J are absent.

## The transformation formula and its three cases

`mat_ext` reduces an equation between explicit 2×2 matrices to four equations between entries.

```lean
/-- Two 2×2 matrices with equal entries are equal. -/
private theorem mat_ext {a b c d a' b' c' d' : ℝ} (ha : a = a') (hb : b = b') (hc : c = c')
    (hd : d = d') : !![a, b; c, d] = !![a', b'; c', d'] := by
  rw [ha, hb, hc, hd]
```

`transform` is the general formula for UᵀXU. The proof notes that U is symmetric (`hT`), establishes a², b² and ab as `ha`, `hb` and `hab`, and multiplies out. The coefficients in each `linear_combination` are those of a², b² and ab in the expressions above.

```lean
/-- Matrix elements in the jj basis of a symmetric operator given in the LS basis. -/
theorem transform (p q r : ℝ) :
    jjLSᵀ * !![p, q; q, r] * jjLS =
      !![(2 * p + 2 * √2 * q + r) / 3, (√2 * (p - r) - q) / 3;
         (√2 * (p - r) - q) / 3, (p - 2 * √2 * q + 2 * r) / 3] := by
  have hT : jjLSᵀ = jjLS := by
    ext i j
    fin_cases i <;> fin_cases j <;> rfl
  have h2 : √2 ^ 2 = 2 := Real.sq_sqrt (by norm_num)
  have h3 : √3 ^ 2 = 3 := Real.sq_sqrt (by norm_num)
  -- the three products of the two amplitudes
  have ha : (√2 / √3) ^ 2 = 2 / 3 := by rw [div_pow, h2, h3]
  have hb : (1 / √3) ^ 2 = 1 / 3 := by rw [div_pow, h3, one_pow]
  have hab : √2 / √3 * (1 / √3) = √2 / 3 := by
    rw [div_mul_div_comm, mul_one, Real.mul_self_sqrt (by norm_num : (0 : ℝ) ≤ 3)]
  rw [hT]
  simp only [jjLS, Matrix.mul_fin_two]
  apply mat_ext
  · linear_combination p * ha + r * hb + 2 * q * hab
  · linear_combination (p - r) * hab + q * hb - q * ha
  · linear_combination (p - r) * hab + q * hb - q * ha
  · linear_combination p * hb - 2 * q * hab + r * ha
```

Orthogonality is the case `transform 1 0 1`.

```lean
/-- The jj-LS transformation is orthogonal. -/
theorem jjLS_orthogonal : jjLSᵀ * jjLS = 1 := by
  have h := transform 1 0 1
  rw [← Matrix.one_fin_two, Matrix.mul_one] at h
  rw [h, Matrix.one_fin_two]
  apply mat_ext <;> ring
```

`soBlock_jj` states the diagonal of UᵀHU as sums of `soEnergy` values. The step `hd` replaces 1/√2 by √2/2, after which the off-diagonal entries cancel identically and the diagonal ones need √2·√2 = 2, with coefficients ±1/3 from the terms ±2√2 q/3.

```lean
/-- The transformation diagonalises the spin-orbit block, and the diagonal entries are the
sums of one-electron energies for `(j₁, j₂) = (3/2, 3/2)` and `(3/2, 1/2)` with `l = 1`. -/
theorem soBlock_jj :
    jjLSᵀ * soBlock * jjLS =
      !![soEnergy 1 (3 / 2) + soEnergy 1 (3 / 2), 0;
         0, soEnergy 1 (3 / 2) + soEnergy 1 (1 / 2)] := by
  have hpos : 0 < √2 := by positivity
  have h2 : √2 * √2 = 2 := Real.mul_self_sqrt (by norm_num)
  have hd : 1 / √2 = √2 / 2 := by
    rw [div_eq_div_iff hpos.ne' two_ne_zero, h2, one_mul]
  rw [soBlock, transform, hd]
  unfold soEnergy
  apply mat_ext
  · linear_combination (1 / 3) * h2
  · ring
  · ring
  · linear_combination (-1 / 3) * h2
```

`gLS_eq` evaluates the Landé formula, and `gLS_jj` gives the whole matrix UᵀGU, with the `jjG` values on the diagonal. The element √2/6 shows that the jj states do not diagonalise G, and its sign belongs to the column signs chosen in `jjLS`.

```lean
/-- The Landé formula gives `diag(3/2, 1)` for the LS g matrix. -/
theorem gLS_eq : gLS = !![3 / 2, 0; 0, 1] := by
  unfold gLS landeG
  apply mat_ext <;> norm_num

/-- In the jj basis the diagonal of the g matrix consists of the jj-coupling g factors of
`(3/2, 3/2)` and `(3/2, 1/2)` at `J = 2`, and the off-diagonal element is `√2/6`. -/
theorem gLS_jj :
    jjLSᵀ * gLS * jjLS =
      !![jjG 1 (3 / 2) (3 / 2) 2, √2 / 6; √2 / 6, jjG 1 (3 / 2) (1 / 2) 2] := by
  rw [gLS_eq, transform]
  unfold jjG landeG
  apply mat_ext <;> ring
```

## Trace conservation, the weight w and uniqueness

`g_sum_rule` holds for any finite index type `n` and any real matrix `G`, symmetric or not. `Matrix.trace_mul_cycle` moves V to the front, and `mul_eq_one_comm` turns VᵀV = 1 into VVᵀ = 1.

```lean
/-- g-sum rule: in a block of any dimension an orthogonal change of basis conserves the
trace of the g matrix. -/
theorem g_sum_rule {n : Type*} [Fintype n] [DecidableEq n] (V G : Matrix n n ℝ)
    (hV : Vᵀ * V = 1) : (Vᵀ * G * V).trace = G.trace := by
  rw [Matrix.trace_mul_cycle, mul_eq_one_comm.mp hV, Matrix.one_mul]
```

In `g_intermediate` the weight w is `V 0 0 ^ 2`, and `hV` is the sole hypothesis. The (0,0) entry of `hV` is the normalisation `hn`, and `h0` expands (VᵀGV)₀₀. The second value is obtained by subtracting these two from the sum rule `hs`.

```lean
/-- Intermediate coupling: in any orthonormal basis the two diagonal g values are `1 + w/2`
and `3/2 - w/2`, where `w` is the weight of the first LS state in the first basis vector. -/
theorem g_intermediate (V : Matrix (Fin 2) (Fin 2) ℝ) (hV : Vᵀ * V = 1) :
    (Vᵀ * gLS * V) 0 0 = 1 + V 0 0 ^ 2 / 2 ∧ (Vᵀ * gLS * V) 1 1 = 3 / 2 - V 0 0 ^ 2 / 2 := by
  -- normalisation of the first column
  have hn : V 0 0 * V 0 0 + V 1 0 * V 1 0 = 1 := by
    have h := congrFun (congrFun hV 0) 0
    simp only [Matrix.mul_apply, Fin.sum_univ_two] at h
    exact h
  have h0 : (Vᵀ * gLS * V) 0 0 =
      (V 0 0 * (3 / 2) + V 1 0 * 0) * V 0 0 + (V 0 0 * 0 + V 1 0 * 1) * V 1 0 := by
    rw [gLS_eq]
    simp only [Matrix.mul_apply, Fin.sum_univ_two]
    rfl
  -- the second value follows from the sum rule
  have ht : gLS.trace = 5 / 2 := by
    rw [gLS_eq, Matrix.trace_fin_two_of]
    norm_num
  have hs := g_sum_rule V gLS hV
  rw [ht, Matrix.trace_fin_two] at hs
  constructor
  · linear_combination h0 + hn
  · linear_combination hs - h0 - hn
```

`g_jj_unique` adds `hD`, which also fixes the order of the eigenvalues. It covers the freedom in the signs of the new states, while the LS phase stays as set in `soBlock`. The step `hE` is HV = VD and `e` is its (0,0) entry. With k = 1/√2, `e` says V₀₀ − 2kV₁₀ = 0 up to the factor −2; multiplying by V₀₀ + 2kV₁₀ gives V₀₀² = 4k²V₁₀², and `hk` turns this into `hw`. Together with `hn` this yields w = 2/3 in the formulas of `g_intermediate`.

```lean
/-- Every orthogonal matrix that brings the spin-orbit block to `diag(1, -1/2)` gives the
diagonal g values `4/3` and `7/6`. -/
theorem g_jj_unique (V : Matrix (Fin 2) (Fin 2) ℝ) (hV : Vᵀ * V = 1)
    (hD : Vᵀ * soBlock * V = !![1, 0; 0, -1 / 2]) :
    (Vᵀ * gLS * V) 0 0 = 4 / 3 ∧ (Vᵀ * gLS * V) 1 1 = 7 / 6 := by
  -- the columns of V are eigenvectors
  have hE : soBlock * V = V * !![1, 0; 0, -1 / 2] := by
    rw [← hD, Matrix.mul_assoc, ← Matrix.mul_assoc V, mul_eq_one_comm.mp hV, Matrix.one_mul]
  have e : 1 / 2 * V 0 0 + 1 / √2 * V 1 0 = V 0 0 * 1 + V 0 1 * 0 := by
    have h := congrFun (congrFun hE 0) 0
    simp only [Matrix.mul_apply, Fin.sum_univ_two] at h
    exact h
  have hn : V 0 0 * V 0 0 + V 1 0 * V 1 0 = 1 := by
    have h := congrFun (congrFun hV 0) 0
    simp only [Matrix.mul_apply, Fin.sum_univ_two] at h
    exact h
  have h2 : √2 ^ 2 = 2 := Real.sq_sqrt (by norm_num)
  have hk : (1 / √2) ^ 2 = 1 / 2 := by rw [div_pow, h2, one_pow]
  -- the weights are in the ratio 2 : 1
  have hw : V 0 0 ^ 2 = 2 * V 1 0 ^ 2 := by
    linear_combination (-2) * (V 0 0 + 2 * (1 / √2) * V 1 0) * e + 4 * V 1 0 ^ 2 * hk
  obtain ⟨g0, g1⟩ := g_intermediate V hV
  constructor
  · linear_combination g0 + (1 / 6) * hw + (1 / 3) * hn
  · linear_combination g1 - (1 / 6) * hw - (1 / 3) * hn
```

`jjLS_p2` joins six statements: orthogonality, UᵀHU = diag(1, −1/2), the entries 4/3 and 7/6, and the two traces 5/2. The diagonalisation comes from evaluating `soEnergy` in `soBlock_jj`, the g values from `g_jj_unique` applied to U, and the trace in the jj basis from `g_sum_rule`.

```lean
/-- The jj-LS transformation of p² at `J = 2` is orthogonal, diagonalises the spin-orbit block
to `diag(1, -1/2)`, turns the g matrix into one with diagonal `4/3, 7/6`, and the g sum is
`5/2` in both bases. -/
theorem jjLS_p2 :
    jjLSᵀ * jjLS = 1 ∧ jjLSᵀ * soBlock * jjLS = !![1, 0; 0, -1 / 2] ∧
      (jjLSᵀ * gLS * jjLS) 0 0 = 4 / 3 ∧ (jjLSᵀ * gLS * jjLS) 1 1 = 7 / 6 ∧
      (jjLSᵀ * gLS * jjLS).trace = 5 / 2 ∧ gLS.trace = 5 / 2 := by
  have hD : jjLSᵀ * soBlock * jjLS = !![1, 0; 0, -1 / 2] := by
    rw [soBlock_jj]
    unfold soEnergy
    apply mat_ext <;> norm_num
  have ht : gLS.trace = 5 / 2 := by
    rw [gLS_eq, Matrix.trace_fin_two_of]
    norm_num
  obtain ⟨g0, g1⟩ := g_jj_unique jjLS jjLS_orthogonal hD
  exact ⟨jjLS_orthogonal, hD, g0, g1, (g_sum_rule jjLS gLS jjLS_orthogonal).trans ht, ht⟩

end

end JJLSTransformP2
```

```lean
#print axioms JJLSTransformP2.gLS_jj
#print axioms JJLSTransformP2.g_sum_rule
#print axioms JJLSTransformP2.jjLS_p2
```

```
'JJLSTransformP2.gLS_jj' depends on axioms: [propext, Classical.choice, Quot.sound]
'JJLSTransformP2.g_sum_rule' depends on axioms: [propext, Classical.choice, Quot.sound]
'JJLSTransformP2.jjLS_p2' depends on axioms: [propext, Classical.choice, Quot.sound]
```

## Slater determinants as a starting point

A more microscopic model would start from the p spin-orbitals, labelled by m_l and a spin arrow; what follows describes that model in ordinary mathematics and corresponds to none of the theorems above. Only two determinants have M = 2, namely |1↑ 0↑| and |1↑ 1↓|, and they are the M = 2 states of ³P₂ and ¹D₂. With l·s = l_z s_z + (l₊s₋ + l₋s₊)/2, the diagonal elements are 1/2 + 0 and 1/2 − 1/2, and l₊s₋/2 takes 0↑ to (√2/2)·1↓, which reproduces H. The operator L_z + 2S_z has the values 3 and 2, which reproduce G after division by M. In that model H and G would be computed from operators, and the columns of U would be, up to an overall sign of each column, the Clebsch–Gordan coefficients for l = 1, s = 1/2 that build the one-electron states j = 3/2 and j = 1/2 with m_j = 1/2 from 0↑ and 1↓. It would need antisymmetric two-electron states, and a further argument to pass from M = 2 to the other projections.
